# In a two-amplitude model, linearly polarized light ejects electrons from a filled p shell with the distribution $C + D\,P_2(\cos\theta)$

Q: You write the emission amplitude of each p orbital as a fixed vector formula with two free complex numbers, and compute no wave functions. What physics is in that choice?

A: A central potential and the dipole approximation. Let $e$ be the real unit vector of the polarization, $k$ the unit vector of the emission direction, and $i = 0, 1, 2$ the label of the Cartesian p orbital. In a direction $n$, that orbital is proportional to $n_i$, and the dipole operator multiplies it by $\langle n,e\rangle$, up to radial factors. The product splits as

$$\langle n,e\rangle n_i = \tfrac13 e_i + \tfrac13\bigl(3\langle n,e\rangle n_i - e_i\bigr).$$

The first term is independent of $n$, so it is an s wave. The second is a d wave. A central potential keeps each angular shape and multiplies it by a complex number that holds the radial integral and the scattering phase. Calling these numbers $a$ and $b$ and observing along $n = k$, we get

$$A_i = a\,e_i + b\,\bigl(3\langle k,e\rangle k_i - e_i\bigr).$$

This argument motivates the formula; the Lean file takes the formula as its definition.

Q: And the measured signal?

A: It is $\sum_i |A_i|^2$. The three orbitals leave three orthogonal states of the ion, so their contributions add without interference. The s and d waves from one orbital do interfere.

Q: Show me the sum by hand.

A: Write $c = \langle k,e\rangle = \cos\theta$, $x_i = e_i$ and $y_i = 3c\,k_i - e_i$. Since $x_i$ and $y_i$ are real,

$$|A_i|^2 = |a|^2 x_i^2 + 2\,\mathrm{Re}(a b^*)\,x_i y_i + |b|^2 y_i^2 .$$

The unit lengths of $e$ and $k$ give three sums:

$$\sum_i x_i^2 = 1,\qquad \sum_i x_i y_i = 3c^2 - 1,\qquad \sum_i y_i^2 = 9c^2 - 6c^2 + 1 = 3c^2 + 1 .$$

With $P_2(c) = (3c^2-1)/2$, the last two are $2P_2(c)$ and $2P_2(c) + 2$. Therefore

$$\sum_i |A_i|^2 = C + D\,P_2(c),\qquad C = |a|^2 + 2|b|^2,\qquad D = 2|b|^2 + 4\,\mathrm{Re}(a b^*).$$

For $C \neq 0$ this is $C\,(1 + \beta P_2(c))$ with the asymmetry parameter $\beta = D/C$.

Q: Try it on numbers, in a direction where more than one orbital contributes.

A: Take $a = 1 + \mathrm{i}$ and $b = 1$, where $\mathrm{i}$ is the imaginary unit. Then $C = 2 + 2 = 4$, $D = 2 + 4 = 6$ and $\beta = 3/2$. Let $e = (1,0,0)$ and $k = (1,1,0)/\sqrt2$, so that $c = 1/\sqrt2$ and $3c\,k - e = (\tfrac12, \tfrac32, 0)$. The amplitudes are $A_0 = \tfrac32 + \mathrm{i}$, $A_1 = \tfrac32$ and $A_2 = 0$, and their squares add up to $\tfrac{13}{4} + \tfrac94 = \tfrac{11}{2}$. The formula has $P_2(c) = \tfrac14$ and gives $4 + \tfrac64 = \tfrac{11}{2}$ as well.

Q: Now the Lean version. I want to see that the objects are the same ones.

A: The file opens with its setup and the Legendre polynomial, defined by its explicit expression.

```lean
import Mathlib

open Matrix ComplexConjugate

namespace PShellPhotoemission

noncomputable section

/-- The second Legendre polynomial. -/
def legendreP2 (x : ℝ) : ℝ := (3 * x ^ 2 - 1) / 2
```

The amplitude is the formula above. Vectors are functions `Fin 3 → ℝ`, and `k ⬝ᵥ e` is the ordinary dot product.

```lean
/-- Amplitude for emission along `k` from the `i`-th Cartesian p orbital by light polarized
along `e`, with s-wave amplitude `a` and d-wave amplitude `b`. -/
def amplitude (e k : Fin 3 → ℝ) (a b : ℂ) (i : Fin 3) : ℂ :=
  a * (e i : ℂ) + b * ((3 * (k ⬝ᵥ e) * k i - e i : ℝ) : ℂ)
```

The geometric factor of the d wave is computed as a real number and then read as a complex one. Because `e` is real, the light is linearly polarized; circular polarization is not covered. The argument `k` is only a direction, and the electron's energy enters through the values of `a` and `b`.

```lean
/-- Photoelectron intensity of the filled p shell: the sum of the squared amplitudes over
the three orbitals. -/
def intensity (e k : Fin 3 → ℝ) (a b : ℂ) : ℝ := ∑ i, ‖amplitude e k a b i‖ ^ 2
```

This is the sum over the filled shell. Factors common to all directions, such as the photon flux and the two spin states, are left out.

```lean
/-- The isotropic part `C` of the intensity. -/
def isotropic (a b : ℂ) : ℝ := ‖a‖ ^ 2 + 2 * ‖b‖ ^ 2

/-- The coefficient `D` of the second Legendre polynomial in the intensity. -/
def anisotropic (a b : ℂ) : ℝ := 2 * ‖b‖ ^ 2 + 4 * (a * conj b).re

/-- The asymmetry parameter `β = D / C`, meaningful when the two amplitudes are not both
zero. -/
def beta (a b : ℂ) : ℝ := anisotropic a b / isotropic a b
```

These are $C$, $D$ and $\beta$, with `conj b` for $b^*$.

Q: I see no unit vectors in those definitions.

A: The unit lengths are hypotheses of the theorems, in the form `e ⬝ᵥ e = 1` and `k ⬝ᵥ k = 1`. The dot product is used because Mathlib's norm on `Fin 3 → ℝ` is the largest absolute component, and in that norm $(1,1,1)$ would count as a unit vector.

Q: How does the proof follow your calculation?

A: It starts with the interference of two waves with real weights.

```lean
/-- The squared modulus of the sum of two partial waves with real geometric weights `x` and `y`
consists of two direct terms and one interference term. -/
theorem norm_sq_interference (a b : ℂ) (x y : ℝ) :
    ‖a * (x : ℂ) + b * (y : ℂ)‖ ^ 2
      = ‖a‖ ^ 2 * x ^ 2 + 2 * (a * conj b).re * (x * y) + ‖b‖ ^ 2 * y ^ 2 := by
  simp only [Complex.sq_norm, Complex.normSq_apply, Complex.add_re, Complex.add_im,
    Complex.mul_re, Complex.mul_im, Complex.ofReal_re, Complex.ofReal_im,
    Complex.conj_re, Complex.conj_im]
  ring
```

The proof writes everything in real and imaginary parts, and `ring` compares the two polynomials. The sum over orbitals comes next.

```lean
/-- The angular distribution of p-shell photoelectrons is `C + D P₂(cos θ)`, where `θ` is
the angle between the emission direction and the polarization. -/
theorem intensity_eq {e k : Fin 3 → ℝ} (he : e ⬝ᵥ e = 1) (hk : k ⬝ᵥ k = 1) (a b : ℂ) :
    intensity e k a b = isotropic a b + anisotropic a b * legendreP2 (k ⬝ᵥ e) := by
  unfold intensity amplitude isotropic anisotropic legendreP2
  -- name the cosine, so that it enters as a single number
  obtain ⟨c, hc⟩ : ∃ c, c = k ⬝ᵥ e := ⟨_, rfl⟩
  rw [← hc]
  simp only [norm_sq_interference, Fin.sum_univ_three]
  simp only [dotProduct, Fin.sum_univ_three] at he hk hc
  -- the three scalar products e·e, k·k and k·e are all that remains
  linear_combination (‖a‖ ^ 2 - 2 * (a * conj b).re + ‖b‖ ^ 2) * he
    + 9 * c ^ 2 * ‖b‖ ^ 2 * hk
    - (6 * c * (a * conj b).re - 6 * c * ‖b‖ ^ 2) * hc
```

In words: for unit vectors `e` and `k` and any complex `a` and `b`, the intensity is $C + D\,P_2(\langle k,e\rangle)$. The proof first gives the cosine the name `c`, as I did. It then applies the interference formula to each of the three orbitals. What remains depends on the vectors only through $e\cdot e$, $k\cdot k$ and $k\cdot e$. The `linear_combination` step replaces these by $1$, $1$ and $c$, and the multipliers in it are the coefficients that the three products have in the expanded sum, with the sign reversed for the third because `hc` has `c` on its left-hand side.

Q: You define $\beta$ as $D/C$. An experimentalist fits a curve $s\,(1 + \beta' P_2)$ and reads off $\beta'$. Why should the two agree?

A: Two directions settle it. Along the polarization $P_2(1) = 1$, and across it $P_2(0) = -\tfrac12$. If the fit holds for all directions, then

$$C + D = s(1 + \beta'),\qquad C - \tfrac12 D = s\bigl(1 - \tfrac12\beta'\bigr).$$

One third of the first equation plus two thirds of the second gives $s = C$. Two thirds of their difference gives $s\beta' = D$. If $a$ and $b$ are not both zero, then $C > 0$ and we may divide, so $\beta' = D/C$.

```lean
/-- If the amplitudes are not both zero, the intensity has the form `s (1 + β' P₂(cos θ))`
for all polarizations and emission directions exactly when `s = C` and `β' = D / C`. -/
theorem beta_unique {a b : ℂ} (hab : a ≠ 0 ∨ b ≠ 0) (s β' : ℝ) :
    (∀ e k : Fin 3 → ℝ, e ⬝ᵥ e = 1 → k ⬝ᵥ k = 1 →
        intensity e k a b = s * (1 + β' * legendreP2 (k ⬝ᵥ e)))
      ↔ s = isotropic a b ∧ β' = beta a b := by
  have hC : 0 < isotropic a b := by
    unfold isotropic
    rcases hab with h | h
    · have := norm_pos_iff.mpr h
      positivity
    · have := norm_pos_iff.mpr h
      positivity
  have hβ : isotropic a b * beta a b = anisotropic a b := by
    unfold beta
    exact mul_div_cancel₀ _ hC.ne'
  constructor
  · intro h
    have hx : (![1, 0, 0] : Fin 3 → ℝ) ⬝ᵥ ![1, 0, 0] = 1 := by
      simp [dotProduct, Fin.sum_univ_three]
    have hy : (![0, 1, 0] : Fin 3 → ℝ) ⬝ᵥ ![0, 1, 0] = 1 := by
      simp [dotProduct, Fin.sum_univ_three]
    have hyx : (![0, 1, 0] : Fin 3 → ℝ) ⬝ᵥ ![1, 0, 0] = 0 := by
      simp [dotProduct, Fin.sum_univ_three]
    -- measure along and across the polarization
    have h1 := h _ _ hx hx
    have h2 := h _ _ hx hy
    rw [intensity_eq hx hx, hx] at h1
    rw [intensity_eq hx hy, hyx] at h2
    unfold legendreP2 at h1 h2
    have hs : s = isotropic a b := by
      linear_combination (-1 / 3) * h1 - (2 / 3) * h2
    have hD : s * β' = anisotropic a b := by
      linear_combination (-2 / 3) * h1 + (2 / 3) * h2
    refine ⟨hs, ?_⟩
    rw [hs, ← hβ] at hD
    exact mul_left_cancel₀ hC.ne' hD
  · rintro ⟨rfl, rfl⟩ e k he hk
    rw [intensity_eq he hk]
    linear_combination (-legendreP2 (k ⬝ᵥ e)) * hβ
```

The theorem is an equivalence: the fit holds for all unit `e` and `k` exactly when `s` is $C$ and `β'` is $D/C$. The proof first establishes $C > 0$ and $C\beta = D$. In the forward direction it sets `e` to the first axis and `k` to the first and then the second axis, and combines the two equations with the weights I just used, up to an overall sign. The converse inserts the values into `intensity_eq`. The hypothesis `hab` says that there is some emission at all. Without it the intensity is zero everywhere, and $s = 0$ fits with every $\beta'$.

Q: Can I see from the amplitudes where the emission vanishes?

A: Yes, after regrouping. Since $P_2(c) = c^2 - \tfrac12(1 - c^2)$,

$$C + D\,P_2(c) = (C + D)\,c^2 + \bigl(C - \tfrac12 D\bigr)(1 - c^2).$$

Expanding the squares shows that $C + D = |a + 2b|^2$ and $C - \tfrac12 D = |a - b|^2$.

```lean
/-- The intensity is a sum of two squares: `a + 2b` weighted by `cos² θ` and `a - b`
weighted by `sin² θ`. -/
theorem intensity_eq_channels {e k : Fin 3 → ℝ} (he : e ⬝ᵥ e = 1) (hk : k ⬝ᵥ k = 1)
    (a b : ℂ) :
    intensity e k a b
      = ‖a + 2 * b‖ ^ 2 * (k ⬝ᵥ e) ^ 2 + ‖a - b‖ ^ 2 * (1 - (k ⬝ᵥ e) ^ 2) := by
  rw [intensity_eq he hk]
  simp only [isotropic, anisotropic, legendreP2, Complex.sq_norm, Complex.normSq_apply,
    Complex.add_re, Complex.add_im, Complex.sub_re, Complex.sub_im, Complex.mul_re,
    Complex.mul_im, Complex.conj_re, Complex.conj_im, Complex.re_ofNat, Complex.im_ofNat]
  ring
```

The proof rewrites with `intensity_eq`, passes to real and imaginary parts, and leaves the polynomial identity to `ring`. Along the polarization $c = 1$ and only the first term survives, so the intensity is zero exactly when $a = -2b$.

```lean
/-- Emission along the polarization vanishes exactly when `a = -2b`. -/
theorem parallel_node {e : Fin 3 → ℝ} (he : e ⬝ᵥ e = 1) (a b : ℂ) :
    intensity e e a b = 0 ↔ a = -(2 * b) := by
  have h : intensity e e a b = ‖a + 2 * b‖ ^ 2 := by
    rw [intensity_eq_channels he he, he]
    ring
  rw [h, pow_eq_zero_iff two_ne_zero, norm_eq_zero, add_eq_zero_iff_eq_neg]
```

Here `k` is set equal to `e`. Across the polarization $c = 0$, only the second term survives, and the condition is $a = b$.

```lean
/-- Emission perpendicular to the polarization vanishes exactly when `a = b`. -/
theorem perpendicular_node {e k : Fin 3 → ℝ} (he : e ⬝ᵥ e = 1) (hk : k ⬝ᵥ k = 1)
    (hke : k ⬝ᵥ e = 0) (a b : ℂ) :
    intensity e k a b = 0 ↔ a = b := by
  have h : intensity e k a b = ‖a - b‖ ^ 2 := by
    rw [intensity_eq_channels he hk, hke]
    ring
  rw [h, pow_eq_zero_iff two_ne_zero, norm_eq_zero, sub_eq_zero]
```

Both proofs reduce the intensity to one squared modulus, which is zero only if the complex number inside it is zero. In the numerical example the two intensities are $|3 + \mathrm{i}|^2 = 10$ and $|\mathrm{i}|^2 = 1$, so neither direction is dark.

Q: Where are the scattering phases? So far $a$ and $b$ are just complex numbers.

A: Write $a = r\,e^{\mathrm{i}\delta_0}$ and $b = t\,e^{\mathrm{i}\delta_2}$ with real $r$ and $t$; in these exponentials $e$ is Euler's number. Then $|a|^2 = r^2$, $|b|^2 = t^2$ and $\mathrm{Re}(a b^*) = r t\cos(\delta_0 - \delta_2)$, so that

$$C = r^2 + 2t^2,\qquad D = 2t^2 + 4 r t\cos(\delta_0 - \delta_2).$$

```lean
/-- For partial waves with real strengths `r`, `t` and phases `δ₀`, `δ₂`, the coefficient
`C` does not contain the phases and `D` contains only the cosine of their difference. -/
theorem phase_dependence (r t δ₀ δ₂ : ℝ) :
    isotropic (r * Complex.exp (δ₀ * Complex.I)) (t * Complex.exp (δ₂ * Complex.I))
        = r ^ 2 + 2 * t ^ 2 ∧
    anisotropic (r * Complex.exp (δ₀ * Complex.I)) (t * Complex.exp (δ₂ * Complex.I))
        = 2 * t ^ 2 + 4 * r * t * Real.cos (δ₀ - δ₂) := by
  have h0 := Real.sin_sq_add_cos_sq δ₀
  have h2 := Real.sin_sq_add_cos_sq δ₂
  simp only [isotropic, anisotropic, Complex.sq_norm, Complex.normSq_apply,
    Complex.mul_re, Complex.mul_im, Complex.conj_re, Complex.conj_im, Complex.ofReal_re,
    Complex.ofReal_im, Complex.exp_ofReal_mul_I_re, Complex.exp_ofReal_mul_I_im,
    Real.cos_sub]
  constructor
  · linear_combination r ^ 2 * h0 + 2 * t ^ 2 * h2
  · linear_combination 2 * t ^ 2 * h2
```

The proof uses $\sin^2 + \cos^2 = 1$ for each phase and the formula for the cosine of a difference.

Q: The formula I know has a minus sign in front of the interference term.

A: That comes from the factor $(-\mathrm{i})^\ell$ of a partial wave with angular momentum $\ell$, which gives the s and d waves opposite signs. Here the sign belongs to the amplitudes. The theorem allows negative `r` and `t`, so with $t$ equal to minus the radial integral of the d wave you recover your formula.

Q: Then the angular distribution doesn't give me the phase difference itself.

A: It depends on the phases only through the cosine of their difference. If $r$ and $t$ are known and nonzero, $D$ gives that cosine, and unless the cosine is $\pm1$ the sign of $\delta_0 - \delta_2$ stays open. Photoemission delays involve the change of phases with energy, and this model has no energy variable.

Q: Is there a direction in which the phases don't matter?

A: The magic angle, where $3c^2 = 1$. There $P_2(c) = 0$ and the intensity is $C$, which contains no phases.

```lean
/-- At the magic angle, where `3 cos² θ = 1`, the intensity equals its isotropic part. -/
theorem magic_angle {e k : Fin 3 → ℝ} (he : e ⬝ᵥ e = 1) (hk : k ⬝ᵥ k = 1)
    (hm : 3 * (k ⬝ᵥ e) ^ 2 = 1) (a b : ℂ) :
    intensity e k a b = isotropic a b := by
  rw [intensity_eq he hk, legendreP2, hm]
  ring

end

end PShellPhotoemission
```

The hypothesis `hm` is the condition $3c^2 = 1$, and inserting it into `intensity_eq` removes the second term.

```lean
#print axioms PShellPhotoemission.intensity_eq
#print axioms PShellPhotoemission.parallel_node
#print axioms PShellPhotoemission.phase_dependence
#print axioms PShellPhotoemission.magic_angle
```

```
'PShellPhotoemission.intensity_eq' depends on axioms: [propext, Classical.choice, Quot.sound]
'PShellPhotoemission.parallel_node' depends on axioms: [propext, Classical.choice, Quot.sound]
'PShellPhotoemission.phase_dependence' depends on axioms: [propext, Classical.choice, Quot.sound]
'PShellPhotoemission.magic_angle' depends on axioms: [propext, Classical.choice, Quot.sound]
```

Q: So what may I use this for, and where does it stop?

A: Suppose you compute a closed p shell in an independent-electron, central-field model and obtain the radial dipole integrals $R_0$ and $R_2$ to the s and d continuum waves, both normalized in the same way, and the phases $\delta_0$ and $\delta_2$ of these waves, with any Coulomb phase included. Then set $a = R_0\,e^{\mathrm{i}\delta_0}$ and $b = -R_2\,e^{\mathrm{i}\delta_2}$, and the formulas give the angular distribution for linearly polarized light, up to a common factor. Reduced matrix elements contain further angular factors, which have to be removed first. The same pair $(a, b)$ serves all three orbitals, which is where the spherical symmetry of the atom enters. Open shells, spin–orbit splitting, electron correlation beyond what two common amplitudes can absorb, and corrections to the dipole approximation are not treated here. In those cases the amplitude formula and the equal-weight sum over the three orbitals have to be checked again, and either may change.
